# A diagonal Jastrow factor multiplies the amplitude on each configuration i by exp(τ_i)

On a finite set of configurations, let the Jastrow factor be the matrix exponential of a real diagonal matrix with entries τ_i. The lemma `jastrow_mulVec` says that applying this factor to a real amplitude vector v gives exp(τ_i) v_i at configuration i. The vector v need not be normalised, and the resulting vector is not normalised either. The attempt first shows that the Jastrow factor is the diagonal matrix with entries exp(τ_i), by reducing the matrix exponential to the exponential of the function τ and comparing values at each configuration. It then uses the rule for multiplying a vector by a diagonal matrix.

An attempt in Lean 4 with a fault in it:

```lean
import Mathlib

open Matrix NormedSpace

namespace JastrowMulVec

noncomputable section

variable {n : Type*} [Fintype n] [DecidableEq n]

/-- The Jastrow factor `exp(τ)`: the matrix exponential of the real diagonal matrix `τ`. -/
def jastrow (τ : n → ℝ) : Matrix n n ℝ := NormedSpace.exp (Matrix.diagonal τ)

/-- The Jastrow factor multiplies the amplitude on configuration `i` by the number `exp(τ_i)`. -/
theorem jastrow_mulVec (τ v : n → ℝ) (i : n) :
    (jastrow τ *ᵥ v) i = Real.exp (τ i) * v i := by
  have h : jastrow τ = Matrix.diagonal (fun i => Real.exp (τ i)) := by
    rw [jastrow, Matrix.exp_diagonal, Real.exp_eq_exp_ℝ]
    congr 1
    funext j
    exact Pi.exp_apply τ j
  rw [h, Matrix.mulVec_diagonal]

end

end JastrowMulVec
```

Lean reports:

```
Main.lean:21:10: error(lean.unknownIdentifier): Unknown identifier `Pi.exp_apply`
```

Lean accepts the file once it reads:

```diff
@@ -19,5 +19,5 @@
     congr 1
     funext j
-    exact Pi.exp_apply τ j
+    exact NormedSpace.map_exp (Pi.evalRingHom (fun _ : n => ℝ) j) (continuous_apply j) τ
   rw [h, Matrix.mulVec_diagonal]
 
```

The message says that Lean finds no declaration called `Pi.exp_apply` under the file's import and open namespaces. The name was meant to supply the fact that the exponential of the function τ, evaluated at `j`, is the exponential of the number `τ j`. The fact is true, but the proof cites it by a name that does not resolve.

The repair derives it from `NormedSpace.map_exp`, which lets a continuous ring homomorphism pass through the exponential. The homomorphism here is evaluation at `j`, written `Pi.evalRingHom (fun _ : n => ℝ) j`, and `continuous_apply j` proves that it is continuous. Applied to `τ`, the lemma gives exactly the equality needed at `j`. This is the only change.
